# An even-parity pure state of four fermionic modes that violates Wick's rule

Four fermionic modes with annihilators \(a_0,\dots,a_3\) and unit vacuum \(\Omega\) admit the even-parity state

\[
\psi=\frac{1}{\sqrt2}\,\bigl(1+a_0^\dagger a_1^\dagger a_2^\dagger a_3^\dagger\bigr)\Omega ,
\]

for which \(\langle a_ia_j\rangle=0\) and \(\langle a_i^\dagger a_j\rangle=\delta_{ij}/2\) for all \(i,j\), yet \(\langle a_3a_2a_1a_0\rangle=1/2\), where Wick's rule gives 0. I take this to mean that an even pure state need not be quasi-free. Can the argument be made rigorous, using only the anticommutation relations and the vacuum, and checked by machine in Lean 4 with Mathlib?

## The four-point function can be nonzero when all pair amplitudes vanish

Yes. Write \(\Phi=a_0^\dagger a_1^\dagger a_2^\dagger a_3^\dagger\Omega\) and \(\psi=\alpha\Omega+\beta\Phi\) with complex \(\alpha,\beta\). Wick's rule holds for \(\langle a_3a_2a_1a_0\rangle\) exactly when \(\alpha=0\) or \(\beta=0\), and your state has \(\alpha=\beta=1/\sqrt2\). A quasi-free state obeys Wick's rule for every such correlator, so one failure is enough.

The assumptions are \(\{a_i,a_j\}=0\), \(\{a_i,a_j^\dagger\}=\delta_{ij}\), \(a_i\Omega=0\) and \(\langle\Omega,\Omega\rangle=1\).

**The filled state.** In \(a_i^\dagger\Phi\), move \(a_i^\dagger\) to the right until it meets its twin. Since \((a_i^\dagger)^2=0\), this gives \(a_i^\dagger\Phi=0\), and therefore

\[
a_i^\dagger a_j\Phi=\delta_{ij}\Phi-a_ja_i^\dagger\Phi=\delta_{ij}\Phi .
\]

In particular, every mode has occupation one. Next, \(a_0\Phi=a_1^\dagger a_2^\dagger a_3^\dagger\Omega\), because the other term carries \(a_0\) through to the vacuum. Repeating this for modes 1, 2 and 3 gives \(a_3a_2a_1a_0\Phi=\Omega\). Hence

\[
\langle\Phi,\Phi\rangle=\langle\Omega,a_3a_2a_1a_0\Phi\rangle=1,\qquad
\langle\Omega,\Phi\rangle=\langle a_0\Omega,\,a_1^\dagger a_2^\dagger a_3^\dagger\Omega\rangle=0,
\]

and \(\langle\psi,\psi\rangle=|\alpha|^2+|\beta|^2\).

**Parity.** The operator \(a_ia_i^\dagger-a_i^\dagger a_i\) is \(+1\) on \(\Omega\) and \(-1\) on \(\Phi\). The product over four modes is \(+1\) on both, so \(\psi\) is even.

**Two-point functions.** Since \(a_j\Omega=0\),

\[
\langle\psi,a_ia_j\psi\rangle=\alpha^*\beta\,\langle\Omega,a_ia_j\Phi\rangle+|\beta|^2\langle\Phi,a_ia_j\Phi\rangle .
\]

The last overlap is \(\langle a_i^\dagger\Phi,a_j\Phi\rangle=0\). For the first, choose a mode \(k\) different from \(i\) and \(j\), and write \(\Phi=a_k^\dagger a_k\Phi\). Two sign changes bring \(a_k^\dagger\) to the front:

\[
\langle\Omega,a_ia_j\Phi\rangle=\langle\Omega,a_k^\dagger a_ia_ja_k\Phi\rangle=\langle a_k\Omega,a_ia_ja_k\Phi\rangle=0 .
\]

The other two-point function is \(\langle\psi,a_i^\dagger a_j\psi\rangle=\beta\,\delta_{ij}\langle\psi,\Phi\rangle=|\beta|^2\delta_{ij}\).

**Four-point function.** From \(a_3a_2a_1a_0\psi=\beta\Omega\) we get \(\langle\psi,a_3a_2a_1a_0\psi\rangle=\alpha^*\beta\). Wick's rule would give

\[
\langle a_3a_2\rangle\langle a_1a_0\rangle-\langle a_3a_1\rangle\langle a_2a_0\rangle+\langle a_3a_0\rangle\langle a_2a_1\rangle=0 .
\]

The two agree exactly when \(\alpha^*\beta=0\). At \(\alpha=\beta=1/\sqrt2\) they are \(1/2\) and \(0\).

If the modes are electronic spin orbitals, \(\psi\) with both amplitudes nonzero superposes zero and four electrons. It is then a model state and not a state of an isolated molecule, whose electron number is definite. In this model state the mean-field factorisation of a four-operator correlator into normal and anomalous one-body averages fails.

## Matrices, vacuum and expectation values in Lean

Annihilators are complex square matrices `a i`, indexed by a finite type `m`, and creators are their conjugate transposes `(a i)ᴴ`. The hypothesis `FockRep a Ω` collects the anticommutation relations, the normalisation of the vacuum and its annihilation by every `a i`. The matrix dimension is not fixed and the representation need not be irreducible.

The inner product `star x ⬝ᵥ y` is conjugate-linear in its first argument. `filled a Ω` is \(\Phi\), `catState a Ω α β` is \(\alpha\Omega+\beta\Phi\), and `parity a` is the product of the four mode parities, with value \(+1\) on the vacuum.

`expect ψ A` is \(\langle\psi,A\psi\rangle\) without division by the norm. For general amplitudes, not both zero, the normalised values are therefore

\[
\langle a_i^\dagger a_j\rangle=\frac{|\beta|^2\delta_{ij}}{|\alpha|^2+|\beta|^2},\qquad
\langle a_3a_2a_1a_0\rangle=\frac{\alpha^*\beta}{|\alpha|^2+|\beta|^2}.
\]

The criterion in `wick_iff` is unaffected, since the Wick sum is zero either way.

`even_pure_state_violates_wick` takes \(\psi\) with both amplitudes equal to \(1/\sqrt2\) and states six facts: unit norm, even parity, the two families of two-point functions, the four-point value \(1/2\) and the Wick value \(0\). The file has no definition of "quasi-free"; `wickFour` expresses the rule for four operators. Accordingly, `wick_iff` concerns this one correlator and does not establish Wick's rule for all correlators of \(\Omega\) or \(\Phi\). No Hamiltonian enters, and nothing is said about how such a state would be prepared.

```lean
import Mathlib

open Matrix

namespace EvenStateNotQuasiFree

noncomputable section

variable {m : Type*} [Fintype m] [DecidableEq m]

/-- Matrices `a i` obey the canonical anticommutation relations, and `Ω` is a unit vector
annihilated by all of them. -/
structure FockRep {n : ℕ} (a : Fin n → Matrix m m ℂ) (Ω : m → ℂ) : Prop where
  anti : ∀ i j, a i * a j + a j * a i = 0
  mixed : ∀ i j, a i * (a j)ᴴ + (a j)ᴴ * a i = if i = j then 1 else 0
  unit : star Ω ⬝ᵥ Ω = 1
  annih : ∀ i, a i *ᵥ Ω = 0

/-- The expectation value `⟨ψ, A ψ⟩`. -/
def expect (ψ : m → ℂ) (A : Matrix m m ℂ) : ℂ := star ψ ⬝ᵥ (A *ᵥ ψ)

/-- Wick's rule for four fermionic operators: the signed sum over the three pairings. -/
def wickFour (ψ : m → ℂ) (A B C D : Matrix m m ℂ) : ℂ :=
  expect ψ (A * B) * expect ψ (C * D) - expect ψ (A * C) * expect ψ (B * D)
    + expect ψ (A * D) * expect ψ (B * C)

/-- The vacuum with all four modes filled. -/
def filled (a : Fin 4 → Matrix m m ℂ) (Ω : m → ℂ) : m → ℂ :=
  (a 0)ᴴ *ᵥ ((a 1)ᴴ *ᵥ ((a 2)ᴴ *ᵥ ((a 3)ᴴ *ᵥ Ω)))

/-- The superposition of the empty and the completely filled state. -/
def catState (a : Fin 4 → Matrix m m ℂ) (Ω : m → ℂ) (α β : ℂ) : m → ℂ :=
  α • Ω + β • filled a Ω

/-- The parity of one mode, `a a† - a† a`. -/
def modeParity (a : Fin 4 → Matrix m m ℂ) (i : Fin 4) : Matrix m m ℂ :=
  a i * (a i)ᴴ - (a i)ᴴ * a i

/-- The total fermion parity, the product of the four mode parities. -/
def parity (a : Fin 4 → Matrix m m ℂ) : Matrix m m ℂ :=
  modeParity a 0 * modeParity a 1 * modeParity a 2 * modeParity a 3

/-- Moving an annihilator past a creator, acting on a vector. -/
theorem annihilate_create {n : ℕ} {a : Fin n → Matrix m m ℂ} {Ω : m → ℂ}
    (h : FockRep a Ω) (i j : Fin n) (x : m → ℂ) :
    a i *ᵥ ((a j)ᴴ *ᵥ x) = (if i = j then x else 0) - (a j)ᴴ *ᵥ (a i *ᵥ x) := by
  have e := congrArg (fun M => M *ᵥ x) (h.mixed i j)
  simp only [Matrix.add_mulVec, ← Matrix.mulVec_mulVec] at e
  rw [eq_sub_iff_add_eq, e]
  split_ifs <;> simp

variable {a : Fin 4 → Matrix m m ℂ} {Ω : m → ℂ}

/-- No further particle fits into the filled state, and each mode in it has occupation one. -/
theorem filled_occupied (h : FockRep a Ω) (i : Fin 4) :
    (a i)ᴴ *ᵥ filled a Ω = 0 ∧ (a i)ᴴ *ᵥ (a i *ᵥ filled a Ω) = filled a Ω := by
  have anti : ∀ (i j : Fin 4) (x : m → ℂ),
      (a i)ᴴ *ᵥ ((a j)ᴴ *ᵥ x) = -((a j)ᴴ *ᵥ ((a i)ᴴ *ᵥ x)) := by
    intro i j x
    have e := congrArg (fun M => Mᴴ *ᵥ x) (h.anti j i)
    simp only [conjTranspose_add, conjTranspose_mul, conjTranspose_zero, Matrix.add_mulVec,
      ← Matrix.mulVec_mulVec, Matrix.zero_mulVec] at e
    exact eq_neg_of_add_eq_zero_left e
  -- Pauli principle: a creator squares to zero
  have sq : ∀ (i : Fin 4) (x : m → ℂ), (a i)ᴴ *ᵥ ((a i)ᴴ *ᵥ x) = 0 := by
    intro i x
    funext k
    have e := congrFun (anti i i x) k
    rw [Pi.neg_apply] at e
    rw [Pi.zero_apply]
    linear_combination (1 / 2) * e
  have h0 : (a 0)ᴴ *ᵥ filled a Ω = 0 := by rw [filled, sq]
  have h1 : (a 1)ᴴ *ᵥ filled a Ω = 0 := by
    rw [filled, anti 1 0, sq, Matrix.mulVec_zero, neg_zero]
  have h2 : (a 2)ᴴ *ᵥ filled a Ω = 0 := by
    rw [filled, anti 2 0, anti 2 1, sq]
    simp only [Matrix.mulVec_zero, neg_zero]
  have h3 : (a 3)ᴴ *ᵥ filled a Ω = 0 := by
    rw [filled, anti 3 0, anti 3 1, anti 3 2, sq]
    simp only [Matrix.mulVec_zero, neg_zero]
  have hc : (a i)ᴴ *ᵥ filled a Ω = 0 := by
    fin_cases i
    exacts [h0, h1, h2, h3]
  refine ⟨hc, ?_⟩
  have e := annihilate_create h i i (filled a Ω)
  rw [hc, Matrix.mulVec_zero, if_pos rfl] at e
  exact (sub_eq_zero.mp e.symm).symm

/-- Removing the four particles gives back the vacuum; the filled state is a unit vector
orthogonal to the vacuum. -/
theorem filled_orthonormal (h : FockRep a Ω) :
    a 3 *ᵥ (a 2 *ᵥ (a 1 *ᵥ (a 0 *ᵥ filled a Ω))) = Ω ∧
    star (filled a Ω) ⬝ᵥ filled a Ω = 1 ∧
    star (filled a Ω) ⬝ᵥ Ω = 0 ∧ star Ω ⬝ᵥ filled a Ω = 0 := by
  have adj : ∀ (A : Matrix m m ℂ) (x y : m → ℂ),
      star (Aᴴ *ᵥ x) ⬝ᵥ y = star x ⬝ᵥ (A *ᵥ y) := by
    intro A x y
    rw [Matrix.star_mulVec, conjTranspose_conjTranspose, Matrix.dotProduct_mulVec]
  have strip : a 3 *ᵥ (a 2 *ᵥ (a 1 *ᵥ (a 0 *ᵥ filled a Ω))) = Ω := by
    simp [filled, annihilate_create h, h.annih, -Matrix.mulVec_mulVec]
  refine ⟨strip, ?_, ?_, ?_⟩
  · have e : star (filled a Ω) ⬝ᵥ filled a Ω
        = star Ω ⬝ᵥ (a 3 *ᵥ (a 2 *ᵥ (a 1 *ᵥ (a 0 *ᵥ filled a Ω)))) := by
      change star ((a 0)ᴴ *ᵥ ((a 1)ᴴ *ᵥ ((a 2)ᴴ *ᵥ ((a 3)ᴴ *ᵥ Ω)))) ⬝ᵥ filled a Ω = _
      rw [adj, adj, adj, adj]
    rw [e, strip, h.unit]
  · rw [filled, adj, h.annih, dotProduct_zero]
  · rw [filled, ← adj, conjTranspose_conjTranspose, h.annih, star_zero, zero_dotProduct]

/-- The superposition has squared norm `|α|² + |β|²` and even fermion parity. -/
theorem catState_norm_parity (h : FockRep a Ω) (α β : ℂ) :
    star (catState a Ω α β) ⬝ᵥ catState a Ω α β = star α * α + star β * β ∧
    parity a *ᵥ catState a Ω α β = catState a Ω α β := by
  obtain ⟨-, h1, h2, h3⟩ := filled_orthonormal h
  constructor
  · simp only [catState, star_add, star_smul, add_dotProduct, dotProduct_add, smul_dotProduct,
      dotProduct_smul, smul_eq_mul, h1, h2, h3, h.unit]
    ring
  · -- each mode parity is +1 on the vacuum and -1 on the filled state
    have hv : ∀ i, modeParity a i *ᵥ Ω = Ω := by
      intro i
      simp only [modeParity, Matrix.sub_mulVec, ← Matrix.mulVec_mulVec]
      rw [annihilate_create h, h.annih]
      simp
    have hf : ∀ i, modeParity a i *ᵥ filled a Ω = -filled a Ω := by
      intro i
      simp only [modeParity, Matrix.sub_mulVec, ← Matrix.mulVec_mulVec]
      rw [(filled_occupied h i).1, (filled_occupied h i).2, Matrix.mulVec_zero, zero_sub]
    simp only [parity, catState, ← Matrix.mulVec_mulVec, Matrix.mulVec_add, Matrix.mulVec_smul,
      hv, hf, Matrix.mulVec_neg, neg_neg]

/-- The pair amplitudes `⟨a_i a_j⟩` vanish, and `⟨a_i† a_j⟩ = |β|² δ_ij`. -/
theorem two_point (h : FockRep a Ω) (α β : ℂ) (i j : Fin 4) :
    expect (catState a Ω α β) (a i * a j) = 0 ∧
    expect (catState a Ω α β) ((a i)ᴴ * a j) = if i = j then star β * β else 0 := by
  obtain ⟨-, h1, -, h3⟩ := filled_orthonormal h
  have adj : ∀ (A : Matrix m m ℂ) (x y : m → ℂ),
      star x ⬝ᵥ (A *ᵥ y) = star (Aᴴ *ᵥ x) ⬝ᵥ y := by
    intro A x y
    rw [Matrix.star_mulVec, conjTranspose_conjTranspose, Matrix.dotProduct_mulVec]
  have hf : star (filled a Ω) ⬝ᵥ (a i *ᵥ (a j *ᵥ filled a Ω)) = 0 := by
    rw [adj, (filled_occupied h i).1, star_zero, zero_dotProduct]
  -- a third mode k stays occupied, so two annihilators cannot reach the vacuum
  have hv : star Ω ⬝ᵥ (a i *ᵥ (a j *ᵥ filled a Ω)) = 0 := by
    have ex : ∀ i j : Fin 4, ∃ k, i ≠ k ∧ j ≠ k := by decide
    obtain ⟨k, hi, hj⟩ := ex i j
    have e : a i *ᵥ (a j *ᵥ filled a Ω)
        = (a k)ᴴ *ᵥ (a i *ᵥ (a j *ᵥ (a k *ᵥ filled a Ω))) := by
      conv_lhs => rw [← (filled_occupied h k).2]
      rw [annihilate_create h j k, if_neg hj, zero_sub, Matrix.mulVec_neg,
        annihilate_create h i k, if_neg hi, zero_sub, neg_neg]
    rw [e, adj, conjTranspose_conjTranspose, h.annih, star_zero, zero_dotProduct]
  have hd : (a i)ᴴ *ᵥ (a j *ᵥ filled a Ω) = if j = i then filled a Ω else 0 := by
    have e := annihilate_create h j i (filled a Ω)
    rw [(filled_occupied h i).1, Matrix.mulVec_zero] at e
    exact (sub_eq_zero.mp e.symm).symm
  constructor
  · simp only [expect, catState, ← Matrix.mulVec_mulVec, Matrix.mulVec_add, Matrix.mulVec_smul,
      h.annih, Matrix.mulVec_zero, smul_zero, zero_add, star_add, star_smul, add_dotProduct,
      smul_dotProduct, dotProduct_smul, hf, hv, add_zero]
  · simp only [expect, catState, ← Matrix.mulVec_mulVec, Matrix.mulVec_add, Matrix.mulVec_smul,
      h.annih, Matrix.mulVec_zero, smul_zero, zero_add, hd]
    by_cases hij : i = j
    · rw [if_pos hij.symm, if_pos hij]
      simp only [star_add, star_smul, add_dotProduct, smul_dotProduct, dotProduct_smul,
        h1, h3, smul_eq_mul]
      ring
    · rw [if_neg (Ne.symm hij), if_neg hij, smul_zero, dotProduct_zero]

/-- The four-point function `⟨a₃ a₂ a₁ a₀⟩` equals `α* β`. -/
theorem four_point (h : FockRep a Ω) (α β : ℂ) :
    expect (catState a Ω α β) (a 3 * a 2 * a 1 * a 0) = star α * β := by
  obtain ⟨h0, -, h2, -⟩ := filled_orthonormal h
  simp only [expect, catState, ← Matrix.mulVec_mulVec, Matrix.mulVec_add, Matrix.mulVec_smul,
    h.annih, Matrix.mulVec_zero, smul_zero, zero_add, h0, star_add, star_smul, add_dotProduct,
    smul_dotProduct, dotProduct_smul, h2, h.unit, smul_eq_mul]
  ring

/-- Wick's rule holds for `⟨a₃ a₂ a₁ a₀⟩` exactly when one of the two amplitudes vanishes. -/
theorem wick_iff (h : FockRep a Ω) (α β : ℂ) :
    expect (catState a Ω α β) (a 3 * a 2 * a 1 * a 0)
      = wickFour (catState a Ω α β) (a 3) (a 2) (a 1) (a 0) ↔ α = 0 ∨ β = 0 := by
  rw [four_point h]
  simp [wickFour, (two_point h α β _ _).1]

/-- The equal superposition `(Ω + a₀†a₁†a₂†a₃†Ω)/√2` is a unit vector of even parity with
`⟨a_i a_j⟩ = 0` and `⟨a_i† a_j⟩ = δ_ij/2`; its four-point function is `1/2`, while Wick's rule
gives `0`. -/
theorem even_pure_state_violates_wick (h : FockRep a Ω) (ψ : m → ℂ)
    (hψ : ψ = catState a Ω (((√2)⁻¹ : ℝ) : ℂ) (((√2)⁻¹ : ℝ) : ℂ)) :
    star ψ ⬝ᵥ ψ = 1 ∧ parity a *ᵥ ψ = ψ ∧
    (∀ i j, expect ψ (a i * a j) = 0) ∧
    (∀ i j, expect ψ ((a i)ᴴ * a j) = if i = j then 1 / 2 else 0) ∧
    expect ψ (a 3 * a 2 * a 1 * a 0) = 1 / 2 ∧
    wickFour ψ (a 3) (a 2) (a 1) (a 0) = 0 := by
  have hs : star (((√2)⁻¹ : ℝ) : ℂ) * (((√2)⁻¹ : ℝ) : ℂ) = 1 / 2 := by
    rw [Complex.star_def, Complex.conj_ofReal, ← Complex.ofReal_mul, ← mul_inv,
      Real.mul_self_sqrt (by norm_num)]
    norm_num
  subst hψ
  refine ⟨?_, (catState_norm_parity h _ _).2, fun i j => (two_point h _ _ i j).1, ?_, ?_, ?_⟩
  · rw [(catState_norm_parity h _ _).1, hs]
    norm_num
  · intro i j
    rw [(two_point h _ _ i j).2, hs]
  · rw [four_point h, hs]
  · simp only [wickFour, (two_point h _ _ _ _).1, mul_zero, sub_zero, add_zero]

/-- The Jordan–Wigner step: one new mode is added in front, and the old modes receive its
parity sign. -/
def jordanWigner {n : ℕ} (a : Fin n → Matrix m m ℂ) : Fin (n + 1) → Matrix (m ⊕ m) (m ⊕ m) ℂ :=
  Fin.cons (fromBlocks 0 1 0 0) (fun i => fromBlocks (a i) 0 0 (-(a i)))

/-- The Jordan–Wigner step preserves the anticommutation relations and the vacuum conditions. -/
theorem jordanWigner_fockRep {n : ℕ} {a : Fin n → Matrix m m ℂ} {Ω : m → ℂ}
    (h : FockRep a Ω) : FockRep (jordanWigner a) (Sum.elim Ω 0) where
  anti i j := by
    refine Fin.cases ?_ (fun i => ?_) i <;> refine Fin.cases ?_ (fun j => ?_) j <;>
      simp [jordanWigner, fromBlocks_multiply, fromBlocks_add, h.anti]
  mixed i j := by
    refine Fin.cases ?_ (fun i => ?_) i <;> refine Fin.cases ?_ (fun j => ?_) j
    · simp [jordanWigner, fromBlocks_multiply, fromBlocks_add, fromBlocks_conjTranspose]
    · simp [jordanWigner, fromBlocks_multiply, fromBlocks_add, fromBlocks_conjTranspose,
        (Fin.succ_ne_zero j).symm]
    · simp [jordanWigner, fromBlocks_multiply, fromBlocks_add, fromBlocks_conjTranspose]
    · by_cases hij : i = j <;>
        simp [jordanWigner, fromBlocks_multiply, fromBlocks_add, fromBlocks_conjTranspose,
          h.mixed, hij]
  unit := by simpa [dotProduct, Fintype.sum_sum_type] using h.unit
  annih i := by
    refine Fin.cases ?_ (fun i => ?_) i <;> ext (k | k) <;>
      simp [jordanWigner, fromBlocks_mulVec, h.annih]

/-- Four Jordan–Wigner steps from the one-dimensional space give four modes with a unit vacuum. -/
theorem fockRep_witness :
    FockRep (n := 4)
      (jordanWigner (n := 3) (jordanWigner (n := 2) (jordanWigner (n := 1)
        (jordanWigner (n := 0) (fun _ => (0 : Matrix Unit Unit ℂ))))))
      (Sum.elim (Sum.elim (Sum.elim (Sum.elim (fun _ => 1) 0) 0) 0) 0) := by
  have base : FockRep (n := 0) (fun _ => (0 : Matrix Unit Unit ℂ)) (fun _ => 1) :=
    ⟨fun i => i.elim0, fun i => i.elim0, by simp [dotProduct], fun i => i.elim0⟩
  exact jordanWigner_fockRep (jordanWigner_fockRep (jordanWigner_fockRep
    (jordanWigner_fockRep base)))

end

end EvenStateNotQuasiFree
```

```lean
#print axioms EvenStateNotQuasiFree.wick_iff
-- 'EvenStateNotQuasiFree.wick_iff' depends on axioms: [propext, Classical.choice, Quot.sound]
#print axioms EvenStateNotQuasiFree.even_pure_state_violates_wick
-- 'EvenStateNotQuasiFree.even_pure_state_violates_wick' depends on axioms: [propext, Classical.choice, Quot.sound]
```

## From the anticommutators to the violation

`annihilate_create` is the relation \(a_ia_j^\dagger x=\delta_{ij}x-a_j^\dagger a_ix\) on an arbitrary vector. Most of the later steps use it.

`filled_occupied` proves \(a_i^\dagger\Phi=0\) and \(a_i^\dagger a_i\Phi=\Phi\). Its local fact `anti` is the anticommutation of creators, obtained by taking the adjoint of the relation for annihilators, and `sq` is the Pauli principle. The facts `h0` to `h3` move each creator to its twin.

In `filled_orthonormal`, the fact `strip` is \(a_3a_2a_1a_0\Phi=\Omega\); `simp` finds it by applying `annihilate_create` until the annihilators reach the vacuum. The rule `adj` moves a matrix across the inner product, which turns `strip` into the norm of \(\Phi\) and gives the orthogonality relations. `catState_norm_parity` then expands the norm and applies the mode parities, with `hv` for the sign on \(\Omega\) and `hf` for the sign on \(\Phi\).

`two_point` follows the calculation above. Here `hf` is \(\langle\Phi,a_ia_j\Phi\rangle=0\), `hv` is \(\langle\Omega,a_ia_j\Phi\rangle=0\), and `hd` is the action of \(a_i^\dagger a_j\) on \(\Phi\). The third mode \(k\) comes from `decide`, which checks all pairs of the four indices.

`four_point` combines `strip` with orthonormality. `wick_iff` inserts this value and the vanishing pair amplitudes, leaving \(\alpha^*\beta=0\). The final theorem specialises these results, with `hs` evaluating \((1/\sqrt2)^2=1/2\).

The remaining declarations show that `FockRep` can be satisfied for four modes. `jordanWigner` doubles the space, adds a new mode 0 and replaces each old annihilator by the block-diagonal matrix with blocks \(a_i\) and \(-a_i\); the minus sign makes the old modes anticommute with the new one. `jordanWigner_fockRep` checks the relations block by block. Starting from no modes on a one-dimensional space, `fockRep_witness` applies the step four times and obtains an explicit representation of dimension 16.
